# The overlap (Pulay) term in the derivative of a non-interacting band energy

Take one basis function and rescale it as a parameter $t$ changes. Its overlap $s(t)$ and Hamiltonian element $h(t)=e\,s(t)$ both change, but the energy $h/s=e$ does not. A force computed from $h'$ alone still reports the slope $h'/s=e\,s'/s$. The full derivative

$$\left(\frac hs\right)'=\frac{h'}{s}-\frac{h\,s'}{s^2}$$

removes the spurious part. For square matrices $H(t)$ and $S(t)$, differentiable at $t_0$ and with $S(t_0)$ invertible, the same correction reads

$$\frac{d}{dt}\operatorname{tr}(S^{-1}H)=\operatorname{tr}(S^{-1}H')-\operatorname{tr}(S^{-1}HS^{-1}S').$$

With a minus sign, this is the electronic part of the force along one nuclear coordinate, for non-interacting electrons that fill every level once in a finite basis that moves with the atoms. The case where only some levels are occupied is treated below. Nuclear repulsion, and the interaction terms of a self-consistent total energy, are not included.

## Matrix elements that vary smoothly

Physically, $t$ is a coordinate such as a bond length, and $H'$ and $S'$ are the total derivatives of the matrix elements, including the motion of the basis functions. The name Pulay force usually covers everything that comes from this motion, including its part in $H'$; the overlap term is the part that comes from $S'$. `HasEntryDeriv A A' t0` says that every entry of $A$ has the corresponding entry of $A'$ as its derivative at $t_0$. The parameter is real and the entries are complex. The finite type `n` labels basis functions, and `m` labels occupied orbitals.

```lean
import Mathlib

open Matrix

namespace PulayCorrection

noncomputable section

variable {l m n : Type*} [Fintype m] [Fintype n] [DecidableEq m] [DecidableEq n]

/-- The matrix `A t` has derivative `A'` at `t0`, entry by entry. -/
def HasEntryDeriv {k l : Type*} (A : ℝ → Matrix k l ℂ) (A' : Matrix k l ℂ) (t0 : ℝ) : Prop :=
  ∀ i j, HasDerivAt (fun t => A t i j) (A' i j) t0
```

The band energy $\operatorname{tr}(S^{-1}H)$ is the sum of all generalized eigenvalues of $Hv=\lambda Sv$, each level filled once.

```lean
/-- The band energy `tr (S⁻¹ H)` in a non-orthogonal basis with invertible overlap `S`. -/
def bandEnergy (S H : Matrix n n ℂ) : ℂ := (S⁻¹ * H).trace
```

For occupied orbitals, the columns of a rectangular $C$, the same function is applied to $M=C^\dagger SC$ and $K=C^\dagger HC$. Lean writes the adjoint $C^\dagger$ as `Cᴴ`.

```lean
/-- The band energy of the space spanned by the columns of `C`, for `Cᴴ S C` invertible. -/
def occupiedEnergy (S H : Matrix n n ℂ) (C : Matrix n m ℂ) : ℂ :=
  bandEnergy (Cᴴ * S * C) (Cᴴ * H * C)
```

The density matrix is $P=CM^{-1}C^\dagger$.

```lean
/-- The density matrix `C (Cᴴ S C)⁻¹ Cᴴ` of the orbitals `C`, for `Cᴴ S C` invertible. -/
def densityMatrix (S : Matrix n n ℂ) (C : Matrix n m ℂ) : Matrix n n ℂ :=
  C * (Cᴴ * S * C)⁻¹ * Cᴴ
```

By hand, smoothness enters through the product rule

$$(AB)'_{ij}=\sum_k\left(A'_{ik}B_{kj}+A_{ik}B'_{kj}\right),$$

which `HasEntryDeriv.mul` proves by differentiating the finite sum.

```lean
omit [Fintype n] [DecidableEq m] [DecidableEq n] in
/-- The product rule for differentiable matrices, with the order of the factors kept. -/
theorem HasEntryDeriv.mul {A : ℝ → Matrix l m ℂ} {B : ℝ → Matrix m n ℂ} {A' : Matrix l m ℂ}
    {B' : Matrix m n ℂ} {t0 : ℝ} (hA : HasEntryDeriv A A' t0) (hB : HasEntryDeriv B B' t0) :
    HasEntryDeriv (fun t => A t * B t) (A' * B t0 + A t0 * B') t0 := by
  intro i j
  simp only [Matrix.mul_apply, Matrix.add_apply, ← Finset.sum_add_distrib]
  exact HasDerivAt.fun_sum fun k _ => (hA i k).fun_mul (hB k j)
```

Differentiable entries also make the determinant differentiable, since a determinant is a finite sum of products of entries. The proof handles each product by induction on its factors.

```lean
/-- The determinant of a matrix with differentiable entries is differentiable. -/
theorem differentiableAt_det {A : ℝ → Matrix n n ℂ} {t0 : ℝ}
    (hA : ∀ i j, DifferentiableAt ℝ (fun t => A t i j) t0) :
    DifferentiableAt ℝ (fun t => (A t).det) t0 := by
  have hprod : ∀ (σ : Equiv.Perm n) (s : Finset n),
      DifferentiableAt ℝ (fun t => ∏ i ∈ s, A t (σ i) i) t0 := by
    intro σ s
    induction s using Finset.induction_on with
    | empty => simp
    | insert a s ha ih =>
      simp only [Finset.prod_insert ha]
      exact (hA _ _).fun_mul ih
  simp only [Matrix.det_apply']
  exact DifferentiableAt.fun_sum fun σ _ => (hprod σ Finset.univ).const_mul _
```

Without smoothness there may be no force at all: $S=1$, $H=|t|$ has a kink at $t_0=0$.

## Linearly independent basis functions

Invertibility of $S(t_0)$ says that the basis functions are linearly independent there. Since $\det S$ is continuous, it stays nonzero near $t_0$. Cramer's rule writes each entry of $S^{-1}$ as a determinant divided by $\det S$, so the inverse is differentiable. Differentiating $SS^{-1}=1$ gives

$$S'S^{-1}+S(S^{-1})'=0,\qquad (S^{-1})'=-S^{-1}S'S^{-1}.$$

In `HasEntryDeriv.inv`, `hG` is the Cramer step, `hev` supplies invertibility near $t_0$, `hzero` is the differentiated identity and `key` solves it for the derivative.

```lean
/-- If the overlap is invertible at `t0`, its inverse has derivative `-S⁻¹ S' S⁻¹` there. -/
theorem HasEntryDeriv.inv {S : ℝ → Matrix n n ℂ} {S' : Matrix n n ℂ} {t0 : ℝ}
    (hS : HasEntryDeriv S S' t0) (hu : IsUnit (S t0).det) :
    HasEntryDeriv (fun t => (S t)⁻¹) (-((S t0)⁻¹ * S' * (S t0)⁻¹)) t0 := by
  have hd := differentiableAt_det fun i j => (hS i j).differentiableAt
  have hne : (S t0).det ≠ 0 := hu.ne_zero
  have h1 : DifferentiableAt ℂ (fun z : ℂ => z⁻¹) (S t0).det := differentiableAt_inv hne
  have hinv : DifferentiableAt ℝ (fun t => ((S t).det)⁻¹) t0 :=
    DifferentiableAt.comp t0 (h1.restrictScalars ℝ) hd
  -- Cramer's rule: the entries of the inverse are differentiable
  have hG : ∀ i j, DifferentiableAt ℝ (fun t => (S t)⁻¹ i j) t0 := by
    intro i j
    simp only [Matrix.inv_def, Ring.inverse_eq_inv', Matrix.smul_apply, smul_eq_mul,
      Matrix.adjugate_apply]
    refine hinv.fun_mul (differentiableAt_det fun a b => ?_)
    by_cases h : a = j
    · subst h
      simp
    · simp only [Matrix.updateRow_ne h]
      exact (hS a b).differentiableAt
  obtain ⟨G', hG'⟩ : ∃ G', HasEntryDeriv (fun t => (S t)⁻¹) G' t0 :=
    ⟨Matrix.of fun i j => deriv (fun t => (S t)⁻¹ i j) t0, fun i j => (hG i j).hasDerivAt⟩
  -- differentiate S S⁻¹ = 1, which holds near t0
  have hev : ∀ᶠ t in nhds t0, (S t).det ≠ 0 := hd.continuousAt.eventually_ne hne
  have hzero : S' * (S t0)⁻¹ + S t0 * G' = 0 := by
    ext i j
    have hc : HasDerivAt (fun t => (S t * (S t)⁻¹) i j) 0 t0 := by
      refine (hasDerivAt_const t0 ((1 : Matrix n n ℂ) i j)).congr_of_eventuallyEq ?_
      filter_upwards [hev] with t ht
      rw [Matrix.mul_nonsing_inv _ (isUnit_iff_ne_zero.mpr ht)]
    exact (hS.mul hG' i j).unique hc
  have key : G' = -((S t0)⁻¹ * S' * (S t0)⁻¹) := by
    calc G' = (S t0)⁻¹ * S t0 * G' := by rw [Matrix.nonsing_inv_mul _ hu, one_mul]
      _ = (S t0)⁻¹ * (S' * (S t0)⁻¹ + S t0 * G') - (S t0)⁻¹ * S' * (S t0)⁻¹ := by
        simp only [mul_add, mul_assoc]
        abel
      _ = _ := by rw [hzero, mul_zero, zero_sub]
  rw [← key]
  exact hG'
```

The product rule and cyclicity of the trace now give

$$\begin{aligned}
\frac{d}{dt}\operatorname{tr}(S^{-1}H)
&=\operatorname{tr}(S^{-1}H')-\operatorname{tr}(S^{-1}S'S^{-1}H)\\
&=\operatorname{tr}(S^{-1}H')-\operatorname{tr}(S^{-1}HS^{-1}S').
\end{aligned}$$

The cyclic step is `hcyc`. Neither matrix has to be Hermitian here.

```lean
/-- For differentiable `H` and `S` with `S` invertible at `t0`, the band energy has derivative
`tr (S⁻¹ H') - tr (S⁻¹ H S⁻¹ S')`; the second term is the overlap (Pulay) correction. -/
theorem hasDerivAt_bandEnergy {S H : ℝ → Matrix n n ℂ} {S' H' : Matrix n n ℂ} {t0 : ℝ}
    (hS : HasEntryDeriv S S' t0) (hH : HasEntryDeriv H H' t0) (hu : IsUnit (S t0).det) :
    HasDerivAt (fun t => bandEnergy (S t) (H t))
      (((S t0)⁻¹ * H').trace - ((S t0)⁻¹ * H t0 * (S t0)⁻¹ * S').trace) t0 := by
  have h := HasDerivAt.fun_sum (u := Finset.univ) fun i _ => ((hS.inv hu).mul hH) i i
  refine HasDerivAt.congr_deriv (f := fun t => bandEnergy (S t) (H t)) h ?_
  have hcyc : ((S t0)⁻¹ * S' * (S t0)⁻¹ * H t0).trace
      = ((S t0)⁻¹ * H t0 * (S t0)⁻¹ * S').trace := by
    rw [mul_assoc ((S t0)⁻¹ * S'), Matrix.trace_mul_comm]
    simp only [mul_assoc]
  change (-((S t0)⁻¹ * S' * (S t0)⁻¹) * H t0 + (S t0)⁻¹ * H').trace = _
  rw [Matrix.trace_add, Matrix.neg_mul, Matrix.trace_neg, hcyc]
  ring
```

Without invertibility the trace can diverge: $S=t$, $H=1$ gives $1/t$ near $t_0=0$. This example is purely algebraic, since the overlap of any basis function with itself is never negative and its Hamiltonian element vanishes when the function does. Lean assigns the value $0$ at the singular point itself, which has no physical meaning.

## Hermitian matrices and converged orbitals

For occupied orbitals, the conditions at $t_0$ are that $H$ and $S$ are Hermitian, that $M$ is invertible, and that $HC=SC\Lambda$. The last says that the orbitals solve the generalized eigenvalue problem up to a mixing among themselves, since $\Lambda$ need not be diagonal. Invertibility of $M$ says that the orbitals are independent; $S$ itself need not be invertible in this case.

These conditions remove the orbital response $D=C'$. Write $G=M^{-1}$. The eigenvalue equation gives $K=M\Lambda$, so $GK=\Lambda$. Its adjoint, $C^\dagger H=\Lambda^\dagger C^\dagger S$, gives $KG=\Lambda^\dagger$. Hence $\Lambda G=GKG=G\Lambda^\dagger$, and

$$\begin{aligned}
\operatorname{tr}(GD^\dagger HC)&=\operatorname{tr}(GD^\dagger SC\Lambda)=\operatorname{tr}(GKG\,D^\dagger SC),\\
\operatorname{tr}(GC^\dagger HD)&=\operatorname{tr}(G\Lambda^\dagger C^\dagger SD)=\operatorname{tr}(GKG\,C^\dagger SD).
\end{aligned}$$

The response terms from $K'$ therefore equal those from $M'$, and they enter the derivative with opposite signs. In the proof, `hL` is the adjoint equation, `hcomm` is $\Lambda G=G\Lambda^\dagger$, and `e1` and `e2` are the two lines above.

```lean
omit [DecidableEq n] in
/-- For Hermitian `H`, `S` and orbitals with `H C = S C Λ` and `Cᴴ S C` invertible, the
contributions of any orbital change `D` to the Hamiltonian and overlap terms are equal. -/
theorem orbital_response_cancels {S H : Matrix n n ℂ} {C : Matrix n m ℂ} {Λ : Matrix m m ℂ}
    (hS : S.IsHermitian) (hH : H.IsHermitian) (hu : IsUnit (Cᴴ * S * C).det)
    (hΛ : H * C = S * C * Λ) (D : Matrix n m ℂ) :
    ((Cᴴ * S * C)⁻¹ * (Dᴴ * H * C + Cᴴ * H * D)).trace
      = ((Cᴴ * S * C)⁻¹ * (Cᴴ * H * C) * (Cᴴ * S * C)⁻¹
          * (Dᴴ * S * C + Cᴴ * S * D)).trace := by
  have hL : Cᴴ * H = Λᴴ * (Cᴴ * S) := by
    have h := congrArg Matrix.conjTranspose hΛ
    simpa only [Matrix.conjTranspose_mul, hH.eq, hS.eq] using h
  have hG1 := Matrix.nonsing_inv_mul _ hu
  have hG2 := Matrix.mul_nonsing_inv _ hu
  generalize (Cᴴ * S * C)⁻¹ = G at hG1 hG2 ⊢
  have hR : G * (Cᴴ * H * C) = Λ := by
    calc G * (Cᴴ * H * C) = G * (Cᴴ * S * C) * Λ := by
          rw [Matrix.mul_assoc Cᴴ H C, hΛ]
          simp only [Matrix.mul_assoc]
      _ = Λ := by rw [hG1, Matrix.one_mul]
  have hR' : Cᴴ * H * C * G = Λᴴ := by
    calc Cᴴ * H * C * G = Λᴴ * (Cᴴ * S * C * G) := by
          rw [hL]
          simp only [Matrix.mul_assoc]
      _ = Λᴴ := by rw [hG2, Matrix.mul_one]
  have hcomm : Λ * G = G * Λᴴ := by
    calc Λ * G = G * (Cᴴ * H * C) * G := by rw [hR]
      _ = G * (Cᴴ * H * C * G) := Matrix.mul_assoc _ _ _
      _ = G * Λᴴ := by rw [hR']
  have e1 : (G * (Dᴴ * H * C)).trace = (Λ * G * (Dᴴ * S * C)).trace := by
    calc (G * (Dᴴ * H * C)).trace = (G * (Dᴴ * S * C) * Λ).trace := by
          rw [Matrix.mul_assoc Dᴴ H C, hΛ]
          simp only [Matrix.mul_assoc]
      _ = _ := by rw [Matrix.trace_mul_comm, Matrix.mul_assoc Λ G]
  have e2 : (G * (Cᴴ * H * D)).trace = (Λ * G * (Cᴴ * S * D)).trace := by
    rw [hL, hcomm]
    simp only [Matrix.mul_assoc]
  rw [hR, Matrix.mul_add, Matrix.mul_add, Matrix.trace_add, Matrix.trace_add, e1, e2]
```

The band-energy theorem applied to $M$ and $K$ leaves

$$\operatorname{tr}(GC^\dagger H'C)-\operatorname{tr}(GKG\,C^\dagger S'C)
=\operatorname{tr}(PH')-\operatorname{tr}(PHPS').$$

The rewriting in terms of $P$ is done by `hP` and `hW`, and `linear_combination hresp` cancels the response. The orbitals must be differentiable at $t_0$, but the eigenvalue equation is needed only at that point.

```lean
/-- For differentiable `S`, `H`, `C` with, at `t0`, `S` and `H` Hermitian, `Cᴴ S C` invertible and
`H C = S C Λ`, the occupied energy has derivative `tr (P H') - tr (P H P S')`, where `P` is the
density matrix. -/
theorem hasDerivAt_occupiedEnergy {S H : ℝ → Matrix n n ℂ} {C : ℝ → Matrix n m ℂ}
    {S' H' : Matrix n n ℂ} {C' : Matrix n m ℂ} {Λ : Matrix m m ℂ} {t0 : ℝ}
    (hS : HasEntryDeriv S S' t0) (hH : HasEntryDeriv H H' t0) (hC : HasEntryDeriv C C' t0)
    (hSh : (S t0).IsHermitian) (hHh : (H t0).IsHermitian)
    (hu : IsUnit ((C t0)ᴴ * S t0 * C t0).det) (hΛ : H t0 * C t0 = S t0 * C t0 * Λ) :
    HasDerivAt (fun t => occupiedEnergy (S t) (H t) (C t))
      ((densityMatrix (S t0) (C t0) * H').trace
        - (densityMatrix (S t0) (C t0) * H t0 * densityMatrix (S t0) (C t0) * S').trace) t0 := by
  have hCt : HasEntryDeriv (fun t => (C t)ᴴ) C'ᴴ t0 := fun i j => (hC j i).star
  refine (hasDerivAt_bandEnergy ((hCt.mul hS).mul hC) ((hCt.mul hH).mul hC) hu).congr_deriv ?_
  have hresp := orbital_response_cancels hSh hHh hu hΛ C'
  -- cyclicity moves the leading C of the density matrix to the end
  have hcyc : ∀ X : Matrix m n ℂ, (C t0 * X).trace = (X * C t0).trace :=
    fun X => Matrix.trace_mul_comm _ _
  have hP : (densityMatrix (S t0) (C t0) * H').trace
      = (((C t0)ᴴ * S t0 * C t0)⁻¹ * ((C t0)ᴴ * H' * C t0)).trace := by
    unfold densityMatrix
    generalize ((C t0)ᴴ * S t0 * C t0)⁻¹ = G
    simp only [Matrix.mul_assoc]
    rw [hcyc]
    simp only [Matrix.mul_assoc]
  have hW : (densityMatrix (S t0) (C t0) * H t0 * densityMatrix (S t0) (C t0) * S').trace
      = (((C t0)ᴴ * S t0 * C t0)⁻¹ * ((C t0)ᴴ * H t0 * C t0) * ((C t0)ᴴ * S t0 * C t0)⁻¹
          * ((C t0)ᴴ * S' * C t0)).trace := by
    unfold densityMatrix
    generalize ((C t0)ᴴ * S t0 * C t0)⁻¹ = G
    simp only [Matrix.mul_assoc]
    rw [hcyc]
    simp only [Matrix.mul_assoc]
  rw [hP, hW]
  simp only [Matrix.mul_add, Matrix.add_mul, Matrix.trace_add] at hresp ⊢
  linear_combination hresp
```

The eigenvalue equation and the two Hermiticity conditions each matter, as examples with constant $H$ and $S$ show, because the formula then gives zero. The last two examples are purely algebraic: a true overlap matrix is always Hermitian, and so is the matrix of a Hermitian Hamiltonian.

- **Unconverged orbitals.** With $S=1$, $H=\operatorname{diag}(0,1)$ and $C=(\cos t,\sin t)^T$, the energy is $\sin^2t$, with slope $1$ at $t_0=\pi/4$.
- **Non-Hermitian $H$.** With $S=1$, $H=\begin{pmatrix}0&1\\0&0\end{pmatrix}$ and $C=(1,t)^T$, the eigenvalue equation holds at $t_0=0$, but the energy $t/(1+t^2)$ has slope $1$ there.
- **Non-Hermitian $S$.** With $S=\begin{pmatrix}1&1\\0&1\end{pmatrix}$, $H=\operatorname{diag}(1,0)$ and the same $C$, the energy $1/(1+t+t^2)$ has slope $-1$ at $t_0=0$.

## Orthonormal orbitals with individual energies

If moreover $C^\dagger SC=1$ and $\Lambda=\operatorname{diag}(\varepsilon_i)$ at $t_0$, then $P=CC^\dagger$ and $C^\dagger HC=\operatorname{diag}(\varepsilon_i)$. The derivative becomes a sum over orbitals $c_i$, the columns of $C$:

$$\sum_i c_i^\dagger(H'-\varepsilon_iS')c_i.$$

Lean types `ε` as complex, but the hypotheses force its values to be real. The proof substitutes these two identities, `hP` and `hd`, and reads the traces as diagonal sums.

```lean
/-- If `S`, `H`, `C` are differentiable and at `t0` `S`, `H` are Hermitian, `Cᴴ S C = 1` and
`H cᵢ = εᵢ S cᵢ`, the occupied energy has derivative `∑ᵢ cᵢᴴ (H' - εᵢ S') cᵢ`. -/
theorem hasDerivAt_occupiedEnergy_orbitals {S H : ℝ → Matrix n n ℂ} {C : ℝ → Matrix n m ℂ}
    {S' H' : Matrix n n ℂ} {C' : Matrix n m ℂ} {ε : m → ℂ} {t0 : ℝ}
    (hS : HasEntryDeriv S S' t0) (hH : HasEntryDeriv H H' t0) (hC : HasEntryDeriv C C' t0)
    (hSh : (S t0).IsHermitian) (hHh : (H t0).IsHermitian)
    (hnorm : (C t0)ᴴ * S t0 * C t0 = 1) (hε : H t0 * C t0 = S t0 * C t0 * diagonal ε) :
    HasDerivAt (fun t => occupiedEnergy (S t) (H t) (C t))
      (∑ i, (((C t0)ᴴ * H' * C t0) i i - ε i * ((C t0)ᴴ * S' * C t0) i i)) t0 := by
  have hu : IsUnit ((C t0)ᴴ * S t0 * C t0).det := by
    rw [hnorm, Matrix.det_one]
    exact isUnit_one
  refine (hasDerivAt_occupiedEnergy hS hH hC hSh hHh hu hε).congr_deriv ?_
  have hd : (C t0)ᴴ * H t0 * C t0 = diagonal ε := by
    rw [Matrix.mul_assoc, hε, ← Matrix.mul_assoc, ← Matrix.mul_assoc, hnorm, Matrix.one_mul]
  have hP : densityMatrix (S t0) (C t0) = C t0 * (C t0)ᴴ := by
    rw [densityMatrix, hnorm, inv_one, Matrix.mul_one]
  have e1 : (C t0 * (C t0)ᴴ * H').trace = ((C t0)ᴴ * H' * C t0).trace := by
    rw [Matrix.mul_assoc, Matrix.trace_mul_comm]
  have e2 : (C t0 * (C t0)ᴴ * H t0 * (C t0 * (C t0)ᴴ) * S').trace
      = (diagonal ε * ((C t0)ᴴ * S' * C t0)).trace := by
    calc _ = (C t0 * ((C t0)ᴴ * H t0 * C t0 * ((C t0)ᴴ * S'))).trace := by
          simp only [Matrix.mul_assoc]
      _ = _ := by
          rw [hd, Matrix.trace_mul_comm]
          simp only [Matrix.mul_assoc]
  rw [hP, e1, e2]
  simp only [Matrix.trace, Matrix.diag_apply, Matrix.diagonal_mul, Finset.sum_sub_distrib]
```

Without normalization this sum has the wrong scale: doubling every $c_i$ multiplies it by four, while the occupied energy is unchanged.

Two basis functions with overlap $-1/2$ and coupling $-1$ meet the algebraic conditions. The orbital $c=(1,1)^T$ has $c^\dagger Sc=1$ and $Hc=-2Sc$.

```lean
/-- Two basis functions with overlap `-1/2` and coupling `-1`: the orbital `(1, 1)` is normalized
and solves the generalized eigenvalue equation with orbital energy `-2`. -/
theorem orbitals_witness (S H : Matrix (Fin 2) (Fin 2) ℂ) (C : Matrix (Fin 2) (Fin 1) ℂ)
    (hS : S = !![1, -1/2; -1/2, 1]) (hH : H = !![0, -1; -1, 0]) (hC : C = !![1; 1]) :
    S.IsHermitian ∧ H.IsHermitian ∧ Cᴴ * S * C = 1 ∧
      H * C = S * C * diagonal (fun _ : Fin 1 => (-2 : ℂ)) := by
  subst hS hH hC
  refine ⟨Matrix.IsHermitian.ext fun i j => ?_, Matrix.IsHermitian.ext fun i j => ?_, ?_, ?_⟩
  · fin_cases i <;> fin_cases j <;> simp
  · fin_cases i <;> fin_cases j <;> simp
  · ext i j
    fin_cases i
    fin_cases j
    simp [Matrix.mul_apply, Fin.sum_univ_succ]
    norm_num
  · ext i j
    fin_cases i <;> fin_cases j <;> simp [Matrix.mul_apply, Fin.sum_univ_succ] <;> norm_num

end

end PulayCorrection
```

If only the overlap $s$ and the coupling $h$ vary, the formula gives $2h'+4s'$ for this orbital. Differentiating its energy $h/(1+s)$ directly at $s=-1/2$, $h=-1$ gives the same slope.

```lean
#print axioms PulayCorrection.hasDerivAt_bandEnergy
#print axioms PulayCorrection.hasDerivAt_occupiedEnergy_orbitals
```

```
'PulayCorrection.hasDerivAt_bandEnergy' depends on axioms: [propext, Classical.choice, Quot.sound]
'PulayCorrection.hasDerivAt_occupiedEnergy_orbitals' depends on axioms: [propext, Classical.choice, Quot.sound]
```
